# Two-body error of the induction energy for embedded fragments in fixed fields

Take one polarisable fragment, 1, and two unpolarisable ones, 2 and 3, which produce fields F₁₂ and F₁₃ at fragment 1. With polarisability a₁, the induction energy of the trio is

    −(a₁/2) ‖F₁₂ + F₁₃‖².

The dimers {1,2} and {1,3}, each computed in vacuum, give −(a₁/2)‖F₁₂‖² and −(a₁/2)‖F₁₃‖², and everything else is zero. A two-body expansion therefore misses the cross term −a₁⟨F₁₂, F₁₃⟩.

Now let every absent fragment j be represented by a background field B₁ⱼ, for example that of fixed point charges. Write b = B₁₂ + B₁₃ and d₁ⱼ = F₁ⱼ − B₁ⱼ. The monomer feels b, the dimers feel b + d₁₂ and b + d₁₃, and the trio feels b + d₁₂ + d₁₃. Since

    ‖b + d₁₂ + d₁₃‖² − ‖b + d₁₂‖² − ‖b + d₁₃‖² + ‖b‖² = 2⟨d₁₂, d₁₃⟩,

the missing energy is now −a₁⟨d₁₂, d₁₃⟩. Only the errors of the background fields enter, and they enter as a product. For any finite number of fragments, several of which may be polarisable, the error is a sum of such products, provided that all these fields are fixed and induced dipoles do not act on one another.

## Pairs and squared sums

The fragment labels form a type `ι` with a linear order, whose only role is to list each pair once. Fields are vectors in a real inner-product space `V` of any dimension; ordinary electric fields are the three-dimensional case.

```lean
import Mathlib

open Finset
open scoped InnerProductSpace

namespace EmbeddedManyBody

noncomputable section

variable {ι V : Type*} [LinearOrder ι] [NormedAddCommGroup V] [InnerProductSpace ℝ V]
```

For a set S of fragments, the pair sum of g is

    P(S, g) = ∑(j < k, both in S) g(j,k).

```lean
/-- The sum of `g j k` over the pairs `j < k` in a set of fragments. -/
def pairSum (S : Finset ι) (g : ι → ι → ℝ) : ℝ :=
  ∑ j ∈ S, ∑ k ∈ S with j < k, g j k
```

If g is symmetric, the part of the double sum with k < j equals the part with j < k, so

    ∑(j ∈ S) ∑(k ∈ S) g(j,k) = ∑(j ∈ S) g(j,j) + 2 P(S, g).

The proof splits each row into these three parts (`split`) and exchanges the summation order to identify the two triangles (`swap`).

```lean
/-- The double sum of a symmetric function is its diagonal part plus twice its pair sum. -/
theorem sum_eq_pairSum (S : Finset ι) (g : ι → ι → ℝ) (hg : ∀ j k, g j k = g k j) :
    ∑ j ∈ S, ∑ k ∈ S, g j k = ∑ j ∈ S, g j j + 2 * pairSum S g := by
  have split : ∀ j ∈ S, ∑ k ∈ S, g j k = g j j +
      ∑ k ∈ S, (if j < k then g j k else 0) + ∑ k ∈ S, (if k < j then g j k else 0) := by
    intro j hj
    have hd : g j j = ∑ k ∈ S, (if j = k then g j k else 0) := by simp [hj]
    rw [hd, ← sum_add_distrib, ← sum_add_distrib]
    refine sum_congr rfl fun k _ => ?_
    rcases lt_trichotomy j k with h | h | h
    · simp [h, h.ne, lt_asymm h]
    · subst h
      simp
    · simp [h, h.ne', lt_asymm h]
  -- the lower triangle equals the upper one by symmetry
  have swap : ∑ j ∈ S, ∑ k ∈ S, (if k < j then g j k else 0) =
      ∑ j ∈ S, ∑ k ∈ S, (if j < k then g j k else 0) := by
    rw [sum_comm]
    refine sum_congr rfl fun x _ => sum_congr rfl fun y _ => ?_
    rw [hg y x]
  rw [sum_congr rfl split, sum_add_distrib, sum_add_distrib, swap]
  simp only [pairSum, sum_filter]
  ring
```

A dimer contains two responses: i to j, and j to i. Call them h(i,j) and h(j,i). Applying the previous identity to g(i,j) = h(i,j) + h(j,i) gives

    2 ∑(i,j ∈ S) h(i,j) = 2 ∑(i ∈ S) h(i,i) + 2 P(S, g).

Halving and moving the diagonal across leaves

    P(S, g) = ∑(i ∈ S) ∑(j ∈ S, j ≠ i) h(i,j).

```lean
/-- Summing the two directed contributions of every pair gives the sum over all ordered
pairs of different fragments. -/
theorem pairSum_directed (S : Finset ι) (h : ι → ι → ℝ) :
    pairSum S (fun i j => h i j + h j i) = ∑ i ∈ S, ∑ j ∈ S.erase i, h i j := by
  have e := sum_eq_pairSum S (fun i j => h i j + h j i) (fun i j => add_comm _ _)
  have c : ∑ i ∈ S, ∑ j ∈ S, h j i = ∑ i ∈ S, ∑ j ∈ S, h i j := sum_comm
  have d : ∑ i ∈ S, ∑ j ∈ S.erase i, h i j =
      ∑ i ∈ S, ∑ j ∈ S, h i j - ∑ i ∈ S, h i i := by
    rw [← sum_sub_distrib]
    refine sum_congr rfl fun i hi => ?_
    have := add_sum_erase S (h i) hi
    linarith
  simp only [sum_add_distrib] at e
  linarith
```

Next, add several corrections dⱼ to a background b, and let D = ∑(j ∈ S) dⱼ. Then

    ‖b + D‖² = ‖b‖² + 2⟨b, D⟩ + ‖D‖²
    ‖D‖² = ∑(j ∈ S) ‖dⱼ‖² + 2 ∑(j < k) ⟨dⱼ, dₖ⟩
    ∑(j ∈ S) (‖b + dⱼ‖² − ‖b‖²) = 2⟨b, D⟩ + ∑(j ∈ S) ‖dⱼ‖².

Substituting the last two lines into the first gives

    ‖b + D‖² = ‖b‖² + ∑(j ∈ S) (‖b + dⱼ‖² − ‖b‖²) + 2 ∑(j < k) ⟨dⱼ, dₖ⟩.

In the proof, `q` and `p` are the expansions of ‖D‖² and of the single-correction sum.

```lean
/-- The squared field of a background `b` with corrections `d j` is the background term, plus
the change made by each correction alone, plus twice the overlaps of pairs of corrections. -/
theorem norm_sq_expansion (S : Finset ι) (b : V) (d : ι → V) :
    ‖b + ∑ j ∈ S, d j‖ ^ 2 = ‖b‖ ^ 2 + ∑ j ∈ S, (‖b + d j‖ ^ 2 - ‖b‖ ^ 2) +
      2 * pairSum S (fun j k => ⟪d j, d k⟫_ℝ) := by
  have e := sum_eq_pairSum S (fun j k => ⟪d j, d k⟫_ℝ) (fun j k => real_inner_comm _ _)
  have q : ‖∑ j ∈ S, d j‖ ^ 2 = ∑ j ∈ S, ∑ k ∈ S, ⟪d j, d k⟫_ℝ := by
    rw [← real_inner_self_eq_norm_sq, sum_inner]
    simp only [inner_sum]
  have p : ∑ j ∈ S, (‖b + d j‖ ^ 2 - ‖b‖ ^ 2) =
      2 * ⟪b, ∑ j ∈ S, d j⟫_ℝ + ∑ j ∈ S, ⟪d j, d j⟫_ℝ := by
    rw [inner_sum, mul_sum, ← sum_add_distrib]
    refine sum_congr rfl fun j _ => ?_
    rw [norm_add_sq_real, real_inner_self_eq_norm_sq]
    ring
  rw [norm_add_sq_real, p, q]
  linarith
```

## Fragments in a background

From here on the set of fragments is finite. For a member i of the cluster S, the field is

    ∑(j ∈ S, j ≠ i) Fᵢⱼ + ∑(j ∉ S) Bᵢⱼ.

Both families are prescribed and do not change with S. Induced dipoles therefore do not polarise one another, and there is no self-consistent iteration.

```lean
variable [Fintype ι]

/-- The field at fragment `i` of the cluster `S`: `F i j` from the other members of `S`,
`B i j` from the fragments outside `S`. -/
def siteField (F B : ι → ι → V) (S : Finset ι) (i : ι) : V :=
  ∑ j ∈ S.erase i, F i j + ∑ j ∈ Sᶜ, B i j
```

The energy of the cluster is

    E(S) = −∑(i ∈ S) aᵢ ‖field at i‖² / 2.

This postulates linear, isotropic response: −a‖F‖²/2 is the energy of an induced dipole in a fixed field, including the cost of creating the dipole. Fragments outside S supply fields but no energy of their own, and permanent electrostatics, exchange and dispersion are absent. The aᵢ may be any real numbers, although physical ground-state static polarisabilities are not negative.

```lean
/-- The induction energy of the embedded cluster `S`, with polarisabilities `a i`. -/
def energy (a : ι → ℝ) (F B : ι → ι → V) (S : Finset ι) : ℝ :=
  -∑ i ∈ S, a i * ‖siteField F B S i‖ ^ 2 / 2
```

For any cluster energy E, the two-body expansion is

    E₂ = ∑ᵢ E({i}) + ∑(i < j) [E({i,j}) − E({i}) − E({j})].

With the energy above, monomers and dimers are both embedded in the background of all remaining fragments.

```lean
/-- The two-body expansion of a cluster energy: all monomers plus all pair increments. -/
def twoBody (E : Finset ι → ℝ) : ℝ :=
  ∑ i, E {i} + pairSum univ (fun i j => E {i, j} - E {i} - E {j})
```

The reference field at i is the one it feels as a monomer:

    bᵢ = ∑(j ≠ i) Bᵢⱼ.

```lean
/-- The field at `i` when all other fragments are represented by their background fields. -/
def backgroundField (B : ι → ι → V) (i : ι) : V := ∑ j ∈ univ.erase i, B i j
```

When another fragment j joins the cluster, Bᵢⱼ is replaced by Fᵢⱼ. With dᵢⱼ = Fᵢⱼ − Bᵢⱼ, the field at a member i of S is thus

    bᵢ + ∑(j ∈ S, j ≠ i) dᵢⱼ.

The proof combines three ways of splitting the sum of Bᵢⱼ: removing i from all fragments, removing i from S, and separating S from its complement.

```lean
omit [InnerProductSpace ℝ V] in
/-- The field at a member `i` of a cluster is the full background field plus the correction
`F i j - B i j` from each other member. -/
theorem siteField_eq (F B : ι → ι → V) {S : Finset ι} {i : ι} (hi : i ∈ S) :
    siteField F B S i = backgroundField B i + ∑ j ∈ S.erase i, (F i j - B i j) := by
  have h1 := add_sum_erase univ (B i) (mem_univ i)
  have h2 := add_sum_erase S (B i) hi
  have h3 := sum_add_sum_compl S (B i)
  rw [siteField, backgroundField, sum_sub_distrib]
  linear_combination (norm := module) h3 - h1 + h2
```

For a monomer the correction sum is empty:

    E({i}) = −aᵢ‖bᵢ‖²/2.

```lean
private theorem energy_single (a : ι → ℝ) (F B : ι → ι → V) (i : ι) :
    energy a F B {i} = -(a i * ‖backgroundField B i‖ ^ 2 / 2) := by
  rw [energy, sum_singleton, siteField_eq F B (mem_singleton_self i), erase_singleton,
    sum_empty, add_zero]
```

For a dimer each member receives one correction:

    E({i,j}) = −aᵢ‖bᵢ + dᵢⱼ‖²/2 − aⱼ‖bⱼ + dⱼᵢ‖²/2.

```lean
private theorem energy_pair (a : ι → ℝ) (F B : ι → ι → V) {i j : ι} (hij : i ≠ j) :
    energy a F B {i, j} = -(a i * ‖backgroundField B i + (F i j - B i j)‖ ^ 2 / 2 +
      a j * ‖backgroundField B j + (F j i - B j i)‖ ^ 2 / 2) := by
  have ei : ({i, j} : Finset ι).erase i = {j} := by ext x; grind
  have ej : ({i, j} : Finset ι).erase j = {i} := by ext x; grind
  rw [energy, sum_pair hij, siteField_eq (S := {i, j}) (i := i) F B (by simp),
    siteField_eq (S := {i, j}) (i := j) F B (by simp), ei, ej, sum_singleton, sum_singleton]
```

## The cross terms that dimers miss

Let h(i,j) be the energy change at i when j alone joins it:

    h(i,j) = −(aᵢ/2)(‖bᵢ + dᵢⱼ‖² − ‖bᵢ‖²).

The monomer and dimer formulas give E({i,j}) − E({i}) − E({j}) = h(i,j) + h(j,i), which is `hp` in the proof. Summing over pairs,

    E₂ = −∑ᵢ aᵢ‖bᵢ‖²/2 + ∑ᵢ ∑(j ≠ i) h(i,j).

The squared-field expansion, applied at every site of the full system, gives the negative of `key`:

    E(all) = −∑ᵢ aᵢ‖bᵢ‖²/2 + ∑ᵢ ∑(j ≠ i) h(i,j) − ∑ᵢ aᵢ ∑(j < k; j,k ≠ i) ⟨dᵢⱼ, dᵢₖ⟩.

Subtraction leaves

    E(all) − E₂ = −∑ᵢ aᵢ ∑(j < k; j,k ≠ i) ⟨Fᵢⱼ − Bᵢⱼ, Fᵢₖ − Bᵢₖ⟩.

With fewer than three fragments the pair sums are empty and the error is zero. Within this non-self-consistent model of electrostatic embedding, the two-body error of the induction energy is thus quadratic in the errors of the embedding fields. The theorem does not cover calculations in which the fragments polarise one another.

```lean
/-- The full energy minus its two-body expansion is minus the sum, over fragments `i` and pairs
`j < k` of other fragments, of `a i` times the overlap of the corrections `F - B` at `i`. -/
theorem two_body_error (a : ι → ℝ) (F B : ι → ι → V) :
    energy a F B univ - twoBody (energy a F B) =
      -∑ i, a i * pairSum (univ.erase i) (fun j k => ⟪F i j - B i j, F i k - B i k⟫_ℝ) := by
  -- `h i j` is the energy change at `i` when `j` alone joins the cluster
  obtain ⟨h, hh⟩ : ∃ h : ι → ι → ℝ, ∀ i j, h i j = -(a i / 2) *
      (‖backgroundField B i + (F i j - B i j)‖ ^ 2 - ‖backgroundField B i‖ ^ 2) :=
    ⟨_, fun _ _ => rfl⟩
  have hp : pairSum univ (fun i j => energy a F B {i, j} - energy a F B {i} -
      energy a F B {j}) = pairSum univ (fun i j => h i j + h j i) := by
    unfold pairSum
    refine sum_congr rfl fun i _ => sum_congr rfl fun j hj => ?_
    beta_reduce
    rw [energy_pair a F B (mem_filter.mp hj).2.ne, energy_single, energy_single, hh, hh]
    ring
  have key : ∑ i, a i * ‖siteField F B univ i‖ ^ 2 / 2 =
      ∑ i, a i * ‖backgroundField B i‖ ^ 2 / 2 - ∑ i, ∑ j ∈ univ.erase i, h i j +
      ∑ i, a i * pairSum (univ.erase i)
        (fun j k => ⟪F i j - B i j, F i k - B i k⟫_ℝ) := by
    rw [← sum_sub_distrib, ← sum_add_distrib]
    refine sum_congr rfl fun i _ => ?_
    simp only [hh]
    rw [← mul_sum, siteField_eq F B (mem_univ i), norm_sq_expansion]
    ring
  rw [twoBody, hp, pairSum_directed, energy, key]
  simp only [energy_single, sum_neg_distrib]
  ring
```

The same cancellation can be followed within a single trimer, which may sit in a larger system. Site i occurs in E({i,j,k}), E({i,j}), E({i,k}) and E({i}), and its contributions combine to

    −(aᵢ/2)(‖bᵢ + dᵢⱼ + dᵢₖ‖² − ‖bᵢ + dᵢⱼ‖² − ‖bᵢ + dᵢₖ‖² + ‖bᵢ‖²) = −aᵢ⟨dᵢⱼ, dᵢₖ⟩.

Adding the corresponding terms for j and k gives the three-body increment. The Lean proof inserts the explicit fields, expands the norms and lets `ring` collect the terms.

```lean
/-- The three-body increment of three different fragments is minus the sum, over its members,
of the polarisability times the overlap of the corrections from the other two. -/
theorem three_body_increment (a : ι → ℝ) (F B : ι → ι → V) {i j k : ι}
    (hij : i ≠ j) (hik : i ≠ k) (hjk : j ≠ k) :
    energy a F B {i, j, k} - energy a F B {i, j} - energy a F B {i, k} - energy a F B {j, k} +
      energy a F B {i} + energy a F B {j} + energy a F B {k} =
    -(a i * ⟪F i j - B i j, F i k - B i k⟫_ℝ + a j * ⟪F j i - B j i, F j k - B j k⟫_ℝ +
      a k * ⟪F k i - B k i, F k j - B k j⟫_ℝ) := by
  have ei : ({i, j, k} : Finset ι).erase i = {j, k} := by ext x; grind
  have ej : ({i, j, k} : Finset ι).erase j = {i, k} := by ext x; grind
  have ek : ({i, j, k} : Finset ι).erase k = {i, j} := by ext x; grind
  have h1 : i ∉ ({j, k} : Finset ι) := by simp [hij, hik]
  rw [energy_pair a F B hij, energy_pair a F B hik, energy_pair a F B hjk,
    energy_single, energy_single, energy_single, energy, sum_insert h1, sum_pair hjk,
    siteField_eq (S := {i, j, k}) (i := i) F B (by simp),
    siteField_eq (S := {i, j, k}) (i := j) F B (by simp),
    siteField_eq (S := {i, j, k}) (i := k) F B (by simp),
    ei, ej, ek, sum_pair hjk, sum_pair hik, sum_pair hij]
  simp only [norm_add_sq_real, inner_add_right]
  ring
```

## A background of adjustable strength

Suppose that every background field is the same multiple of the true field, Bᵢⱼ = sFᵢⱼ. Then dᵢⱼ = (1 − s)Fᵢⱼ, and each overlap becomes

    ⟨dᵢⱼ, dᵢₖ⟩ = (1 − s)² ⟨Fᵢⱼ, Fᵢₖ⟩.

The whole error is therefore (1 − s)² times the vacuum error. It vanishes at s = 1, while s = 2 is as bad as no background at all. A negative s describes a background that is exactly reversed. Other errors of direction, and factors that differ from pair to pair, are outside this one-parameter family.

```lean
/-- With background fields `s` times the true fields, the two-body error is `(1 - s) ^ 2` times
the error without a background. -/
theorem scaled_background_error (a : ι → ℝ) (F : ι → ι → V) (s : ℝ) :
    energy a F (fun i j => s • F i j) univ - twoBody (energy a F (fun i j => s • F i j)) =
      (1 - s) ^ 2 * (energy a F (fun _ _ => 0) univ - twoBody (energy a F (fun _ _ => 0))) := by
  have hs : ∀ i j, F i j - s • F i j = (1 - s) • F i j := fun i j => by module
  rw [two_body_error, two_body_error]
  simp only [hs, real_inner_smul_left, real_inner_smul_right, sub_zero, pairSum, mul_neg,
    mul_sum]
  refine congrArg Neg.neg (sum_congr rfl fun i _ => sum_congr rfl fun j _ =>
    sum_congr rfl fun k _ => ?_)
  ring
```

## Three fragments in numbers

Let three fragments have aᵢ = 1 and Fᵢⱼ = 1 on the real line, with no background. These are prescribed numbers, not fields derived from a charge geometry. In the full system each site feels 2, so

    E(all) = −3 · 2²/2 = −6.

Monomers have zero energy. Each dimer has energy −1/2 − 1/2 = −1, so E₂ = −3 and the error is −6 − (−3) = −3.

With a half-strength background, Bᵢⱼ = 1/2, the full energy is still −6. A monomer feels 1 and has energy −1/2. Each member of a dimer feels 3/2, so the dimer energy is −9/4 and the pair increment is −9/4 + 1 = −5/4. Hence

    E₂ = 3 · (−1/2) + 3 · (−5/4) = −21/4
    E(all) − E₂ = −6 + 21/4 = −3/4,

which is (1 − 1/2)² times −3.

The theorem below records the vacuum value, so the two-body error is not zero in general. Its proof uses the error formula: each of the three sites sees exactly one pair of other fragments, a count settled by `decide`, and each pair contributes an overlap of 1.

```lean
/-- Three fragments of unit polarisability with unit parallel fields and no background have
two-body error `-3`. -/
theorem three_fragments_error :
    energy (fun _ : Fin 3 => 1) (fun _ _ => (1 : ℝ)) (fun _ _ => 0) univ -
      twoBody (energy (fun _ : Fin 3 => 1) (fun _ _ => (1 : ℝ)) (fun _ _ => 0)) = -3 := by
  -- each fragment sees exactly one pair of others
  have c : ∀ i : Fin 3, ∑ j ∈ univ.erase i,
      ((univ.erase i).filter (fun k => j < k)).card = 1 := by decide
  have h : ∀ i : Fin 3, pairSum (univ.erase i) (fun _ _ => (1 : ℝ)) = 1 := by
    intro i
    simp only [pairSum, sum_const, nsmul_eq_mul, mul_one]
    exact_mod_cast c i
  have hin : ⟪(1 : ℝ) - 0, (1 : ℝ) - 0⟫_ℝ = 1 := by simp
  rw [two_body_error]
  simp only [hin, h]
  norm_num

end

end EmbeddedManyBody
```

```lean
#print axioms EmbeddedManyBody.two_body_error
#print axioms EmbeddedManyBody.three_body_increment
#print axioms EmbeddedManyBody.scaled_background_error
#print axioms EmbeddedManyBody.three_fragments_error
```

```
'EmbeddedManyBody.two_body_error' depends on axioms: [propext, Classical.choice, Quot.sound]
'EmbeddedManyBody.three_body_increment' depends on axioms: [propext, Classical.choice, Quot.sound]
'EmbeddedManyBody.scaled_background_error' depends on axioms: [propext, Classical.choice, Quot.sound]
'EmbeddedManyBody.three_fragments_error' depends on axioms: [propext, Classical.choice, Quot.sound]
```
